# Among monic polynomials of degree n, Hₙ/2ⁿ has the smallest Gaussian mean square

Averaged over the density $e^{-x^2}/\sqrt\pi$, the square of $x^2$ gives $3/4$, while the square of $x^2-\tfrac12$ gives $1/2$. Trying further lower-order terms yields more numbers, but never tells you when to stop. What is missing is a lower bound for all monic polynomials (leading coefficient 1) of degree $n$ with real coefficients. It is $n!/2^n$, reached only by $H_n/2^n$, with $H_n$ the physicists' Hermite polynomial.

In Lean 4 with Mathlib:

```lean
import Mathlib

open Polynomial MeasureTheory

namespace HermiteExtremal

noncomputable section
```

This loads Mathlib and opens the notation `ℝ[X]` for real polynomials in one variable $X$.

## The mean and the polynomials

```lean
/-- A normalised linear mean on real polynomials that obeys the integration-by-parts rule
of the weight `exp (-x²)`. -/
structure IsGaussianMean (E : ℝ[X] →ₗ[ℝ] ℝ) : Prop where
  one : E 1 = 1
  parts : ∀ p : ℝ[X], E (2 * X * p) = E (derivative p)
```

`E` is a linear map from polynomials to numbers. The hypothesis `IsGaussianMean E` says that $E(1)=1$ and $E(2Xp)=E(p')$. The second rule stands for integration by parts against $e^{-x^2}$ with no boundary term, and it fixes the unit of length. Positivity of $E(p^2)$ is not assumed.

```lean
/-- The physicists' Hermite polynomials, generated by the raising rule
`H_(n+1) = 2 X H_n - H_n'`. -/
def hermiteH : ℕ → ℝ[X]
  | 0 => 1
  | n + 1 => 2 * X * hermiteH n - derivative (hermiteH n)
```

The recursion starts from $H_0=1$ and fixes the physicists' convention: $H_1=2X$, $H_2=4X^2-2$.

```lean
/-- The rescaled Hermite polynomial `H_n / 2^n`. -/
def monicHermite (n : ℕ) : ℝ[X] := ((2 : ℝ) ^ n)⁻¹ • hermiteH n
```

`monicHermite n` is $h_n=H_n/2^n$; the sign `•` multiplies a polynomial by a number.

```lean
/-- `H_n` has degree at most `n`, and its coefficient of `X^n` is `2^n`. -/
theorem hermiteH_leading (n : ℕ) :
    (hermiteH n).natDegree ≤ n ∧ (hermiteH n).coeff n = 2 ^ n := by
  rw [natDegree_le_iff_coeff_eq_zero]
  induction n with
  | zero =>
    refine ⟨fun k hk => ?_, ?_⟩
    · rw [hermiteH, coeff_one, if_neg (by omega)]
    · simp [hermiteH]
  | succ n ih =>
    obtain ⟨h0, h1⟩ := ih
    have e : hermiteH (n + 1)
        = X * hermiteH n + X * hermiteH n - derivative (hermiteH n) := by
      rw [hermiteH]; ring
    refine ⟨fun k hk => ?_, ?_⟩
    · obtain ⟨j, rfl⟩ : ∃ j, k = j + 1 := ⟨k - 1, by omega⟩
      rw [e, coeff_sub, coeff_add, coeff_X_mul, coeff_derivative,
        h0 j (by omega), h0 (j + 1 + 1) (by omega)]
      simp
    · rw [e, coeff_sub, coeff_add, coeff_X_mul, coeff_derivative, h1,
        h0 (n + 1 + 1) (by omega)]
      ring
```

`q.coeff n` is the coefficient of $X^n$ in $q$. Multiplying by $2X$ raises the degree by one and doubles the top coefficient, while $H_n'$ has too low a degree to interfere. Induction therefore gives degree at most $n$ and top coefficient $2^n$. The proof expresses the degree bound as the vanishing of all higher coefficients.

```lean
/-- `H_n / 2^n` is monic of degree `n`. -/
theorem monicHermite_monic (n : ℕ) :
    (monicHermite n).Monic ∧ (monicHermite n).natDegree = n := by
  have hP : (2 : ℝ) ^ n ≠ 0 := by positivity
  have h1 : (monicHermite n).coeff n = 1 := by
    rw [monicHermite, coeff_smul, smul_eq_mul, (hermiteH_leading n).2, inv_mul_cancel₀ hP]
  have h0 : (monicHermite n).natDegree ≤ n :=
    (natDegree_smul_le _ _).trans (hermiteH_leading n).1
  exact ⟨monic_of_natDegree_le_of_coeff_eq_one n h0 h1,
    natDegree_eq_of_le_of_coeff_ne_zero h0 (by rw [h1]; exact one_ne_zero)⟩
```

Dividing by $2^n$ makes the top coefficient 1, so $h_n$ is itself one of the competing polynomials.

## Overlaps by integration by parts

```lean
/-- Under the mean, raising the Hermite index on one factor is the same as differentiating
the other factor. -/
theorem mean_raise {E : ℝ[X] →ₗ[ℝ] ℝ} (hE : IsGaussianMean E) (n : ℕ) (q : ℝ[X]) :
    E (hermiteH (n + 1) * q) = E (hermiteH n * derivative q) := by
  have h := hE.parts (hermiteH n * q)
  rw [derivative_mul, map_add] at h
  have e : hermiteH (n + 1) * q
      = 2 * X * (hermiteH n * q) - derivative (hermiteH n) * q := by
    rw [hermiteH]; ring
  rw [e, map_sub, h]
  ring
```

Apply the rule to $H_nq$:
$$E(2XH_nq)=E(H_n'q)+E(H_nq').$$
Subtracting $E(H_n'q)$ and using the recursion gives $E(H_{n+1}q)=E(H_nq')$.

```lean
/-- The overlap of `H_n` with a polynomial of degree at most `n` is `n!` times the
coefficient of `X^n` in that polynomial. -/
theorem mean_overlap {E : ℝ[X] →ₗ[ℝ] ℝ} (hE : IsGaussianMean E) (n : ℕ) (q : ℝ[X])
    (hq : q.natDegree ≤ n) : E (hermiteH n * q) = n.factorial * q.coeff n := by
  induction n generalizing q with
  | zero =>
    have h : q = q.coeff 0 • (1 : ℝ[X]) := by
      rw [smul_eq_C_mul, mul_one]
      exact eq_C_of_natDegree_le_zero hq
    rw [hermiteH, one_mul]
    calc E q = E (q.coeff 0 • (1 : ℝ[X])) := congrArg E h
      _ = _ := by rw [map_smul, hE.one]; simp
  | succ n ih =>
    have hd : (derivative q).natDegree ≤ n := by
      have := natDegree_derivative_le q
      omega
    rw [mean_raise hE, ih _ hd, coeff_derivative, Nat.factorial_succ]
    push_cast
    ring
```

For $\deg q\le n$, the claim is $E(H_nq)=n!\,q_n$, where $q_n$ is the coefficient of $X^n$. If $n=0$, $q$ is constant and $E(1)=1$ suffices. For the next step let $\deg q\le n+1$. Then $q'$ has degree at most $n$ and its coefficient of $X^n$ is $(n+1)q_{n+1}$, so
$$E(H_{n+1}q)=E(H_nq')=n!\,(n+1)\,q_{n+1}=(n+1)!\,q_{n+1}.$$
The words `generalizing q` let the induction hypothesis apply to $q'$ instead of $q$.

## Completing the square

```lean
/-- The mean square of a polynomial of degree at most `n` splits into the contribution of
its `H_n` component and the mean square of the remainder. -/
theorem mean_sq_split {E : ℝ[X] →ₗ[ℝ] ℝ} (hE : IsGaussianMean E) (n : ℕ) (q : ℝ[X])
    (hq : q.natDegree ≤ n) :
    E (q ^ 2) = q.coeff n ^ 2 * (n.factorial / 2 ^ n)
      + E ((q - q.coeff n • monicHermite n) ^ 2) := by
  have hP : ((2 : ℝ) ^ n)⁻¹ * 2 ^ n = 1 := inv_mul_cancel₀ (by positivity)
  have expand : ∀ a : ℝ, (q - a • hermiteH n) ^ 2
      = q ^ 2 - a • (hermiteH n * q) - a • (hermiteH n * q)
        + (a ^ 2) • (hermiteH n * hermiteH n) := by
    intro a
    simp only [smul_eq_C_mul, C_pow]
    ring
  -- both overlaps are known from the coefficients of `X^n`
  rw [monicHermite, smul_smul, expand, map_add, map_sub, map_sub, map_smul, map_smul,
    mean_overlap hE n q hq, mean_overlap hE n _ (hermiteH_leading n).1,
    (hermiteH_leading n).2, smul_eq_mul, smul_eq_mul, div_eq_mul_inv]
  linear_combination (-(q.coeff n ^ 2 * ((2 : ℝ) ^ n)⁻¹ * n.factorial)) * hP
```

Put $c=q_n$. The overlaps are $E(H_nq)=n!\,c$ and $E(H_n^2)=n!\,2^n$, hence
$$E\big((q-ch_n)^2\big)=E(q^2)-\frac{2c^2n!}{2^n}+\frac{c^2n!}{2^n}=E(q^2)-\frac{c^2n!}{2^n}.$$
The proof expands the square, inserts the overlaps and leaves the final algebra to `linear_combination`.

```lean
/-- The mean square of a nonzero polynomial is strictly positive. -/
theorem mean_sq_pos {E : ℝ[X] →ₗ[ℝ] ℝ} (hE : IsGaussianMean E) (q : ℝ[X]) (hq : q ≠ 0) :
    0 < E (q ^ 2) := by
  suffices H : ∀ (n : ℕ) (q : ℝ[X]), q.natDegree = n → q ≠ 0 → 0 < E (q ^ 2) from
    H _ q rfl hq
  intro n
  induction n using Nat.strong_induction_on with
  | _ n ih =>
    intro q hn hq
    have hc : q.coeff n ≠ 0 := by
      rw [← hn]
      exact leadingCoeff_ne_zero.2 hq
    have hpos : 0 < q.coeff n ^ 2 * ((n.factorial : ℝ) / 2 ^ n) := by positivity
    rw [mean_sq_split hE n q hn.le]
    by_cases hr : q - q.coeff n • monicHermite n = 0
    · rw [hr]
      simpa using hpos
    · -- the remainder has lower degree, so the induction hypothesis applies
      have hdeg : (q - q.coeff n • monicHermite n).degree < (n : WithBot ℕ) := by
        rw [degree_lt_iff_coeff_zero]
        intro m hm
        rw [coeff_sub, coeff_smul, smul_eq_mul]
        obtain ⟨h1, h2⟩ := monicHermite_monic n
        rcases hm.eq_or_lt with h | h
        · have h3 : (monicHermite n).coeff n = 1 := by
            have := h1.coeff_natDegree
            rwa [h2] at this
          rw [← h, h3, mul_one, sub_self]
        · rw [coeff_eq_zero_of_natDegree_lt (hn.trans_lt h),
            coeff_eq_zero_of_natDegree_lt (h2.trans_lt h), mul_zero, sub_zero]
      have := ih _ ((natDegree_lt_iff_degree_lt hr).2 hdeg) _ rfl hr
      linarith
```

For $q\ne0$ of degree $n$, the first term $c^2n!/2^n$ is positive. The remainder $q-ch_n$ is either zero or of lower degree, where strong induction already gives a positive mean square. Positivity thus follows from the two rules.

```lean
/-- Every monic polynomial of degree `n` has Gaussian mean square at least `n!/2^n`, with
equality exactly for `H_n / 2^n`. -/
theorem hermite_extremal {E : ℝ[X] →ₗ[ℝ] ℝ} (hE : IsGaussianMean E) (n : ℕ) (p : ℝ[X])
    (hp : p.Monic) (hn : p.natDegree = n) :
    (n.factorial : ℝ) / 2 ^ n ≤ E (p ^ 2) ∧
      (E (p ^ 2) = n.factorial / 2 ^ n ↔ p = monicHermite n) := by
  have hc : p.coeff n = 1 := by
    rw [← hn]
    exact hp.coeff_natDegree
  have s := mean_sq_split hE n p hn.le
  rw [hc, one_smul, one_pow, one_mul] at s
  by_cases hr : p - monicHermite n = 0
  · have h0 : E ((p - monicHermite n) ^ 2) = 0 := by rw [hr]; simp
    rw [h0, add_zero] at s
    exact ⟨s.ge, fun _ => sub_eq_zero.1 hr, fun _ => s⟩
  · have hpos := mean_sq_pos hE _ hr
    exact ⟨by linarith, fun h => by linarith, fun h => absurd (sub_eq_zero.2 h) hr⟩
```

A monic $p$ has $c=1$, so
$$E(p^2)=\frac{n!}{2^n}+E\big((p-h_n)^2\big).$$
The last term is zero if $p=h_n$ and positive otherwise, which gives both the bound and the equality case; `by_cases` makes this distinction.

For $n=0$ the only candidate is $p=1$, with mean square 1. For $n=1$, $p=X+b$ gives $E(p^2)=\tfrac12+b^2$, smallest at $b=0$, where $p=H_1/2$.

## The actual Gaussian integral

```lean
/-- A polynomial times the Gaussian `exp (-x²)` is integrable on the real line. -/
theorem integrable_gauss (p : ℝ[X]) :
    Integrable (fun x : ℝ => p.eval x * Real.exp (-x ^ 2)) := by
  induction p using Polynomial.induction_on' with
  | add p q hp hq =>
    refine (hp.add hq).congr (Filter.Eventually.of_forall fun x => ?_)
    simp [add_mul]
  | monomial n a =>
    have hn : (-1 : ℝ) < (n : ℝ) := by
      have : (0 : ℝ) ≤ n := Nat.cast_nonneg n
      linarith
    refine ((integrable_rpow_mul_exp_neg_mul_sq one_pos hn).const_mul a).congr
      (Filter.Eventually.of_forall fun x => ?_)
    simp [Real.rpow_natCast, mul_assoc]
```

Each monomial times $e^{-x^2}$ is integrable, and sums inherit this. Here `p.eval x` is the number $p(x)$.

```lean
/-- The average of a polynomial over the normalised density `exp (-x²) / √π`. -/
def gaussianMean : ℝ[X] →ₗ[ℝ] ℝ where
  toFun p := (Real.sqrt Real.pi)⁻¹ * ∫ x : ℝ, p.eval x * Real.exp (-x ^ 2)
  map_add' p q := by
    simp only [eval_add, add_mul]
    rw [integral_add (integrable_gauss p) (integrable_gauss q), mul_add]
  map_smul' a p := by
    simp only [eval_smul, smul_eq_mul, mul_assoc, RingHom.id_apply]
    rw [integral_const_mul]
    ring
```

This defines the average over $e^{-x^2}/\sqrt\pi$ and checks that it is linear.

```lean
/-- The average over `exp (-x²) / √π` is normalised and obeys the integration-by-parts
rule. -/
theorem gaussianMean_witness : IsGaussianMean gaussianMean where
  one := by
    change (Real.sqrt Real.pi)⁻¹ * (∫ x : ℝ, (1 : ℝ[X]).eval x * Real.exp (-x ^ 2)) = 1
    have g := integral_gaussian 1
    simp only [neg_mul, one_mul, div_one] at g
    simp only [eval_one, one_mul]
    rw [g, inv_mul_cancel₀ (Real.sqrt_pos.2 Real.pi_pos).ne']
  parts p := by
    -- the integral of the total derivative of `p(x) exp (-x²)` vanishes
    have hd : ∀ x : ℝ, HasDerivAt (fun x : ℝ => p.eval x * Real.exp (-x ^ 2))
        ((derivative p - 2 * X * p).eval x * Real.exp (-x ^ 2)) x := by
      intro x
      have e : HasDerivAt (fun x : ℝ => Real.exp (-x ^ 2))
          (Real.exp (-x ^ 2) * (-(2 * x))) x :=
        ((hasDerivAt_pow 2 x).fun_neg.exp).congr_deriv (by simp)
      refine ((p.hasDerivAt x).fun_mul e).congr_deriv ?_
      simp only [eval_sub, eval_mul, eval_X, eval_ofNat]
      ring
    have h : ∫ x : ℝ, (derivative p - 2 * X * p).eval x * Real.exp (-x ^ 2) = 0 :=
      integral_eq_zero_of_hasDerivAt_of_integrable hd (integrable_gauss _) (integrable_gauss p)
    have h2 : gaussianMean (derivative p - 2 * X * p) = 0 := by
      change (Real.sqrt Real.pi)⁻¹ *
        (∫ x : ℝ, (derivative p - 2 * X * p).eval x * Real.exp (-x ^ 2)) = 0
      rw [h, mul_zero]
    rw [map_sub] at h2
    linarith
```

Normalisation is the Gaussian integral. For the other rule,
$$\frac{d}{dx}\big(p\,e^{-x^2}\big)=(p'-2xp)\,e^{-x^2}.$$
Both this derivative and $p\,e^{-x^2}$ are integrable, so the derivative integrates to zero. The abstract hypotheses therefore hold for a real density.

```lean
/-- For monic `p` of degree `n`, the integral of `p(x)² exp (-x²)` over the real line is at
least `√π n!/2^n`, with equality exactly for `H_n / 2^n`. -/
theorem hermite_extremal_integral (n : ℕ) (p : ℝ[X]) (hp : p.Monic) (hn : p.natDegree = n) :
    Real.sqrt Real.pi * (n.factorial / 2 ^ n) ≤ ∫ x : ℝ, p.eval x ^ 2 * Real.exp (-x ^ 2) ∧
      ((∫ x : ℝ, p.eval x ^ 2 * Real.exp (-x ^ 2)) = Real.sqrt Real.pi * (n.factorial / 2 ^ n)
        ↔ p = monicHermite n) := by
  have hs : 0 < Real.sqrt Real.pi := Real.sqrt_pos.2 Real.pi_pos
  have hI : (∫ x : ℝ, p.eval x ^ 2 * Real.exp (-x ^ 2))
      = Real.sqrt Real.pi * gaussianMean (p ^ 2) := by
    change _ = Real.sqrt Real.pi * ((Real.sqrt Real.pi)⁻¹ *
      ∫ x : ℝ, (p ^ 2).eval x * Real.exp (-x ^ 2))
    simp only [eval_pow]
    rw [← mul_assoc, mul_inv_cancel₀ hs.ne', one_mul]
  obtain ⟨h1, h2⟩ := hermite_extremal gaussianMean_witness n p hp hn
  rw [hI, mul_right_inj' hs.ne']
  exact ⟨mul_le_mul_of_nonneg_left h1 hs.le, h2⟩

end

end HermiteExtremal
```

Multiplying by $\sqrt\pi$ turns the bound into
$$\int_{-\infty}^{\infty}p(x)^2e^{-x^2}\,dx\ \ge\ \sqrt\pi\,\frac{n!}{2^n},$$
with equality exactly for $p=h_n$.

For one particle in a one-dimensional harmonic well, with lengths in oscillator units, $e^{-x^2}/\sqrt\pi$ is the ground-state density. Among the functions $p(x)e^{-x^2/2}$ with $p$ real and monic of degree $n$, the one of smallest norm is then proportional to the $n$th oscillator eigenfunction, counting the ground state as $n=0$. The energy operator itself does not enter the theorems.

```lean
#print axioms HermiteExtremal.hermite_extremal
-- 'HermiteExtremal.hermite_extremal' depends on axioms: [propext, Classical.choice, Quot.sound]
#print axioms HermiteExtremal.hermite_extremal_integral
-- 'HermiteExtremal.hermite_extremal_integral' depends on axioms: [propext, Classical.choice, Quot.sound]
```
